# A diagonal Jastrow factor and its inverse give the same reference energy when the Hamiltonian is real symmetric and the reference state is real

**Q:** A particle hops between two sites, with H₀₁ = H₁₀ = −1 and no on-site energy. My reference state is φ = (1, 2), which has too little weight on site 0. I repair it with a Jastrow factor exp(tJ), J = diag(1, 0), and judge the repair by the reference energy of the similarity-transformed Hamiltonian,

e(t) = ⟨φ, exp(−tJ) H exp(tJ) φ⟩.

Does a lower value tell me that t has the right sign?

**A:** No. Take t = ln 2, so that cosh t = 5/4. The transformed matrix has entries −1/2 at (0,1) and −2 at (1,0), so

e(ln 2) = 1·(−1/2)·2 + 2·(−2)·1 = −5.

Divided by φ·φ = 5, this is −1. For t = −ln 2 the two matrix entries change places and the result is again −1. At t = 0 it is −4/5.

The correlated states are very different. For t = ln 2 the state is (2, 2), the ground state, with energy −1. For t = −ln 2 it is (1/2, 2), with energy −2/(17/4) = −8/17 ≈ −0.47, worse than the −0.8 of the uncorrelated reference. The reference energy drops by the same amount in both cases.

**Q:** Is that peculiar to two sites?

**A:** No. Let i and j run over a finite set of configurations. Since J is diagonal,

e(t) = Σ_ij H_ij φ_i φ_j exp(−t(J_i − J_j)).

Exchange the names i and j and use H_ji = H_ij:

e(t) = Σ_ij H_ij φ_i φ_j exp(t(J_i − J_j)).

The average of the two lines is

e(t) = Σ_ij H_ij φ_i φ_j cosh(t(J_i − J_j)).

The hyperbolic cosine is even, hence so is e. The signs of H and φ play no part in this.

**Q:** And the decrease away from t = 0?

**A:** That needs signs. Suppose H_ij ≤ 0 for i ≠ j and φ_i ≥ 0 for all i. For 0 ≤ s ≤ t we have |s(J_i − J_j)| ≤ |t(J_i − J_j)|, and cosh x grows with |x|. Each off-diagonal term is a nonpositive coefficient times a growing factor, so it cannot increase. Diagonal terms contain cosh 0 = 1 and stay fixed. Therefore e(t) ≤ e(s).

If some pair has J_i ≠ J_j and H_ij φ_i φ_j ≠ 0, its term falls strictly, and so does the sum. If there is no such pair, every term is constant.

**Q:** Now convince me that the Lean file speaks about these objects. What is a configuration there?

**A:** An element of a finite type `n`. It may be a site for one particle or a whole occupation pattern for many, so interactions are allowed.

```lean
import Mathlib

open Matrix

namespace JastrowReferenceEnergy

noncomputable section

variable {n : Type*} [Fintype n] [DecidableEq n]
```

The correlator is a function `J : n → ℝ`, one number per configuration. A density-density Jastrow factor on a lattice has this form.

```lean
/-- The Jastrow factor `exp(tJ)` for a correlator `J` that is diagonal in the configurations. -/
def jastrow (J : n → ℝ) (t : ℝ) : Matrix n n ℝ :=
  Matrix.diagonal fun i => Real.exp (t * J i)
```

The reference energy is the matrix expression we started from, with `⬝ᵥ` the dot product and `*ᵥ` the action of a matrix on a vector.

```lean
/-- The reference energy `⟨φ, exp(-tJ) H exp(tJ) φ⟩` of the similarity-transformed Hamiltonian. -/
def refEnergy (H : Matrix n n ℝ) (J φ : n → ℝ) (t : ℝ) : ℝ :=
  φ ⬝ᵥ ((jastrow J (-t) * H * jastrow J t) *ᵥ φ)
```

**Q:** There is no division by φ·φ.

**A:** Right, `refEnergy` is unnormalised. For φ ≠ 0 the normalised value is `refEnergy` divided by φ·φ, a positive number independent of t, so evenness and monotonicity carry over. The energy of an actual state is normalised by definition:

```lean
/-- The Rayleigh quotient, the energy expectation value of the state `ψ`. -/
def rayleigh (H : Matrix n n ℝ) (ψ : n → ℝ) : ℝ :=
  (ψ ⬝ᵥ (H *ᵥ ψ)) / (ψ ⬝ᵥ ψ)
```

**Q:** What does the model leave out?

**A:** Complex amplitudes, infinite bases, and correlators that are not diagonal in the chosen basis. In continuous space the transformation produces gradient terms of J, and those are not treated here. The sign conditions are assumed, not derived. They describe, for instance, hopping of bosons with negative matrix elements and a nodeless reference. Fermions in a determinant basis generally have off-diagonal entries of both signs.

**Q:** Where does your averaging step appear?

**A:** In the first theorem, whose only hypothesis is that H is symmetric, `H.IsSymm`.

```lean
/-- For a symmetric Hamiltonian, each pair of configurations enters the reference energy
with the weight `cosh(t(J i - J j))`. -/
theorem refEnergy_eq_cosh {H : Matrix n n ℝ} (hH : H.IsSymm) (J φ : n → ℝ) (t : ℝ) :
    refEnergy H J φ t = ∑ i, ∑ j, H i j * φ i * φ j * Real.cosh (t * (J i - J j)) := by
  have h1 : refEnergy H J φ t =
      ∑ i, ∑ j, φ i * (Real.exp (-t * J i) * H i j * Real.exp (t * J j) * φ j) := by
    simp only [refEnergy, jastrow, dotProduct, Matrix.mulVec, Matrix.mul_diagonal,
      Matrix.diagonal_mul, Finset.mul_sum]
  -- the same sum with the two configurations exchanged
  have h2 : refEnergy H J φ t =
      ∑ i, ∑ j, φ j * (Real.exp (-t * J j) * H j i * Real.exp (t * J i) * φ i) := by
    rw [h1, Finset.sum_comm]
  have h3 : 2 * (∑ i, ∑ j, H i j * φ i * φ j * Real.cosh (t * (J i - J j))) =
      (∑ i, ∑ j, φ i * (Real.exp (-t * J i) * H i j * Real.exp (t * J j) * φ j)) +
      ∑ i, ∑ j, φ j * (Real.exp (-t * J j) * H j i * Real.exp (t * J i) * φ i) := by
    rw [Finset.mul_sum, ← Finset.sum_add_distrib]
    refine Finset.sum_congr rfl fun i _ => ?_
    rw [Finset.mul_sum, ← Finset.sum_add_distrib]
    refine Finset.sum_congr rfl fun j _ => ?_
    have e1 : Real.exp (t * (J i - J j)) = Real.exp (t * J i) * Real.exp (-t * J j) := by
      rw [← Real.exp_add]
      congr 1
      ring
    have e2 : Real.exp (-(t * (J i - J j))) = Real.exp (-t * J i) * Real.exp (t * J j) := by
      rw [← Real.exp_add]
      congr 1
      ring
    rw [hH.apply i j, Real.cosh_eq, e1, e2]
    ring
  linarith
```

`h1` expands the matrix product into the double sum, and `h2` is the same sum with i and j exchanged. `h3` shows term by term that the two sums add up to twice the cosh sum; this is where `hH.apply i j` replaces H_ji by H_ij. The final `linarith` divides by two. Evenness then takes one line:

```lean
/-- For a symmetric Hamiltonian the reference energy does not distinguish the Jastrow factor
`exp(tJ)` from its inverse `exp(-tJ)`. -/
theorem refEnergy_even {H : Matrix n n ℝ} (hH : H.IsSymm) (J φ : n → ℝ) (t : ℝ) :
    refEnergy H J φ (-t) = refEnergy H J φ t := by
  simp only [refEnergy_eq_cosh hH, neg_mul, Real.cosh_neg]
```

**Q:** And the termwise comparison?

**A:** It is a separate lemma about one pair (i, j).

```lean
omit [Fintype n] [DecidableEq n] in
/-- With nonpositive off-diagonal couplings and nonnegative amplitudes, the cosh-weighted term of
each pair of configurations does not increase with the Jastrow strength `t ≥ 0`. -/
theorem pair_term_le {H : Matrix n n ℝ} {φ : n → ℝ} (hoff : ∀ i j, i ≠ j → H i j ≤ 0)
    (hφ : ∀ i, 0 ≤ φ i) (J : n → ℝ) {s t : ℝ} (hs : 0 ≤ s) (hst : s ≤ t) (i j : n) :
    H i j * φ i * φ j * Real.cosh (t * (J i - J j)) ≤
      H i j * φ i * φ j * Real.cosh (s * (J i - J j)) := by
  by_cases hij : i = j
  · subst hij
    simp
  · have hc : H i j * φ i * φ j ≤ 0 :=
      mul_nonpos_of_nonpos_of_nonneg
        (mul_nonpos_of_nonpos_of_nonneg (hoff i j hij) (hφ i)) (hφ j)
    refine mul_le_mul_of_nonpos_left (Real.cosh_le_cosh.2 ?_) hc
    rw [abs_mul, abs_mul, abs_of_nonneg hs, abs_of_nonneg (hs.trans hst)]
    exact mul_le_mul_of_nonneg_right hst (abs_nonneg _)
```

The proof splits as we did. For i = j both sides agree. Otherwise `hc` records that the coefficient is nonpositive, and `Real.cosh_le_cosh` reduces the comparison to absolute values. Summing over pairs gives the monotonicity, where `Set.Ici 0` is the half-line t ≥ 0 and `AntitoneOn` means nonincreasing on it:

```lean
/-- For a symmetric Hamiltonian with nonpositive off-diagonal entries and a nonnegative
reference state, the reference energy is nonincreasing in the Jastrow strength `t ≥ 0`. -/
theorem refEnergy_antitoneOn {H : Matrix n n ℝ} (hH : H.IsSymm) {φ : n → ℝ}
    (hoff : ∀ i j, i ≠ j → H i j ≤ 0) (hφ : ∀ i, 0 ≤ φ i) (J : n → ℝ) :
    AntitoneOn (refEnergy H J φ) (Set.Ici 0) := by
  intro s hs t _ hst
  rw [refEnergy_eq_cosh hH, refEnergy_eq_cosh hH]
  exact Finset.sum_le_sum fun i _ => Finset.sum_le_sum fun j _ =>
    pair_term_le hoff hφ J hs hst i j
```

**Q:** "Nonincreasing" would also hold for a constant. When does the energy really fall?

**A:** The next theorem gives the exact condition under the same sign assumptions: H must couple two configurations that are both occupied in φ and have different J.

```lean
/-- For a symmetric Hamiltonian with nonpositive off-diagonal entries and a nonnegative reference
state, the reference energy is strictly decreasing for `t ≥ 0` exactly when `H` couples two occupied
configurations with different values of `J`. -/
theorem refEnergy_strictAntiOn_iff {H : Matrix n n ℝ} (hH : H.IsSymm) {φ : n → ℝ}
    (hoff : ∀ i j, i ≠ j → H i j ≤ 0) (hφ : ∀ i, 0 ≤ φ i) (J : n → ℝ) :
    StrictAntiOn (refEnergy H J φ) (Set.Ici 0) ↔
      ∃ i j, J i ≠ J j ∧ H i j * φ i * φ j ≠ 0 := by
  constructor
  · intro h
    by_contra hne
    -- without such a pair every term is independent of t
    have heq : refEnergy H J φ 1 = refEnergy H J φ 0 := by
      rw [refEnergy_eq_cosh hH, refEnergy_eq_cosh hH]
      refine Finset.sum_congr rfl fun i _ => Finset.sum_congr rfl fun j _ => ?_
      by_cases hJ : J i = J j
      · simp [hJ]
      · have hz : H i j * φ i * φ j = 0 := by
          by_contra hz
          exact hne ⟨i, j, hJ, hz⟩
        rw [hz, zero_mul, zero_mul]
    have hlt := h (Set.mem_Ici.2 le_rfl) (Set.mem_Ici.2 zero_le_one) (zero_lt_one (α := ℝ))
    exact absurd heq hlt.ne
  · rintro ⟨i, j, hJ, hne⟩ s hs t _ hst
    have hs' : 0 ≤ s := hs
    have hij : i ≠ j := fun h => hJ (by rw [h])
    have hc : H i j * φ i * φ j < 0 :=
      lt_of_le_of_ne (mul_nonpos_of_nonpos_of_nonneg
        (mul_nonpos_of_nonpos_of_nonneg (hoff i j hij) (hφ i)) (hφ j)) hne
    rw [refEnergy_eq_cosh hH, refEnergy_eq_cosh hH]
    have hle := pair_term_le hoff hφ J hs' hst.le
    -- one strictly decreasing term makes the whole sum strictly decreasing
    refine Finset.sum_lt_sum (fun a _ => Finset.sum_le_sum fun b _ => hle a b)
      ⟨i, Finset.mem_univ i, Finset.sum_lt_sum (fun b _ => hle i b) ⟨j, Finset.mem_univ j, ?_⟩⟩
    refine mul_lt_mul_of_neg_left (Real.cosh_lt_cosh.2 ?_) hc
    rw [abs_mul, abs_mul, abs_of_nonneg hs', abs_of_nonneg (hs'.trans hst.le)]
    exact mul_lt_mul_of_pos_right hst (abs_pos.2 (sub_ne_zero.2 hJ))
```

In the forward direction, if no such pair existed, e(1) would equal e(0), which contradicts strict decrease. In the reverse direction, `Finset.sum_lt_sum` needs every term to be no larger and one term to be smaller; the given pair supplies the latter.

**Q:** Does the argument give anything for the opposite sign?

**A:** Yes, a neighbouring result. If H_ij φ_i φ_j ≥ 0 for all i ≠ j, the same comparison with reversed inequalities shows that e is nondecreasing for t ≥ 0, so t = 0 minimises it.

**Q:** In my example one sign of t did improve the state. Can the reference energy fall while both signs make it worse?

**A:** Start from the uniform state φ = (1, 1), which is already the ground state of your hopping model.

```lean
/-- The Hamiltonian of one particle hopping between two sites with unit amplitude. -/
def hopping : Matrix (Fin 2) (Fin 2) ℝ := !![0, -1; -1, 0]
```

For amplitudes ψ₀ and ψ₁ the energy is −2ψ₀ψ₁/(ψ₀² + ψ₁²):

```lean
/-- The energy expectation value of a two-site state in terms of its amplitudes. -/
theorem rayleigh_hopping (ψ : Fin 2 → ℝ) :
    rayleigh hopping ψ = -2 * (ψ 0 * ψ 1) / (ψ 0 * ψ 0 + ψ 1 * ψ 1) := by
  have h1 : ψ ⬝ᵥ (hopping *ᵥ ψ) = -2 * (ψ 0 * ψ 1) := by
    simp [hopping, dotProduct, Matrix.mulVec, Fin.sum_univ_two]
    ring
  have h2 : ψ ⬝ᵥ ψ = ψ 0 * ψ 0 + ψ 1 * ψ 1 := by
    simp [dotProduct, Fin.sum_univ_two]
  rw [rayleigh, h1, h2]
```

With J = diag(1, 0) the correlated state is (exp t, 1), and its energy is

−2 exp(t)/(exp(2t) + 1) = −1/cosh t.

In the reference energy the pairs (0,1) and (1,0) contribute −cosh t each, so e(t) = −2 cosh t, or −cosh t after division by φ·φ = 2.

```lean
/-- For the uniform two-site state and a Jastrow factor acting on the first site, the reference
energy is `-2 cosh t` and the energy expectation value of `exp(tJ)φ` is `-1 / cosh t`. -/
theorem twoSite_energies (t : ℝ) :
    refEnergy hopping ![1, 0] ![1, 1] t = -2 * Real.cosh t ∧
      rayleigh hopping (jastrow ![1, 0] t *ᵥ ![1, 1]) = -1 / Real.cosh t := by
  constructor
  · have hsymm : hopping.IsSymm := Matrix.IsSymm.ext fun i j => by
      fin_cases i <;> fin_cases j <;> simp [hopping]
    rw [refEnergy_eq_cosh hsymm]
    simp [hopping, Fin.sum_univ_two]
    ring
  · have hψ : jastrow ![1, 0] t *ᵥ ![1, 1] = ![Real.exp t, 1] := by
      ext i
      fin_cases i <;> simp [jastrow, Matrix.mulVec_diagonal]
    have h : Real.exp t * Real.exp (-t) = 1 := by
      rw [← Real.exp_add]
      simp
    rw [hψ, rayleigh_hopping]
    change -2 * (Real.exp t * 1) / (Real.exp t * Real.exp t + 1 * 1) = -1 / Real.cosh t
    rw [div_eq_div_iff (by positivity) (Real.cosh_pos t).ne', Real.cosh_eq]
    linear_combination -h
```

The first half applies the cosh formula. The second computes the correlated vector, cross-multiplies, and uses exp(t) exp(−t) = 1.

**Q:** So as t grows from zero, one number goes down and the other goes up.

**A:** Strictly, for any 0 ≤ s < t. Both statements follow from cosh s < cosh t:

```lean
/-- For the two-site hopping Hamiltonian, the uniform reference state and a Jastrow factor acting on
the first site, increasing the strength `t ≥ 0` lowers the reference energy while it raises the
energy expectation value of the correlated state. -/
theorem lower_reference_worse_state {s t : ℝ} (hs : 0 ≤ s) (hst : s < t) :
    refEnergy hopping ![1, 0] ![1, 1] t < refEnergy hopping ![1, 0] ![1, 1] s ∧
      rayleigh hopping (jastrow ![1, 0] s *ᵥ ![1, 1]) <
        rayleigh hopping (jastrow ![1, 0] t *ᵥ ![1, 1]) := by
  have hc : Real.cosh s < Real.cosh t := by
    apply Real.cosh_lt_cosh.2
    rwa [abs_of_nonneg hs, abs_of_nonneg (hs.trans hst.le)]
  rw [(twoSite_energies s).1, (twoSite_energies t).1, (twoSite_energies s).2,
    (twoSite_energies t).2]
  refine ⟨by linarith, ?_⟩
  rw [div_lt_div_iff₀ (Real.cosh_pos s) (Real.cosh_pos t)]
  linarith
```

**Q:** Surely the normalised reference energy still respects the ground-state energy as a lower bound?

**A:** It does not. From (ψ₀ − ψ₁)² ≥ 0 we get 2ψ₀ψ₁ ≤ ψ₀² + ψ₁², so every nonzero state has energy at least −1. The normalised reference energy is −cosh t, which is below −1 for every t ≠ 0.

```lean
/-- For the two-site hopping Hamiltonian, the uniform reference state `φ` and a Jastrow factor
acting on the first site with `t ≠ 0`, the reference energy divided by `φ·φ` lies below the energy
expectation value of every nonzero real state. -/
theorem reference_below_all_states {t : ℝ} (ht : t ≠ 0) {ψ : Fin 2 → ℝ} (hψ : ψ ≠ 0) :
    refEnergy hopping ![1, 0] ![1, 1] t / ((![1, 1] : Fin 2 → ℝ) ⬝ᵥ ![1, 1]) <
      rayleigh hopping ψ := by
  have hpos : 0 < ψ 0 * ψ 0 + ψ 1 * ψ 1 := by
    by_contra h
    have a0 := mul_self_nonneg (ψ 0)
    have a1 := mul_self_nonneg (ψ 1)
    have h0 : ψ 0 = 0 := mul_self_eq_zero.1 (by linarith)
    have h1 : ψ 1 = 0 := mul_self_eq_zero.1 (by linarith)
    apply hψ
    ext i
    fin_cases i
    · exact h0
    · exact h1
  -- the variational lower bound of the hopping Hamiltonian
  have hbound : -1 ≤ rayleigh hopping ψ := by
    rw [rayleigh_hopping, le_div_iff₀ hpos]
    nlinarith [sq_nonneg (ψ 0 - ψ 1)]
  have hnorm : (![1, 1] : Fin 2 → ℝ) ⬝ᵥ ![1, 1] = 2 := by
    simp [dotProduct, Fin.sum_univ_two]
    try norm_num
  have hc : 1 < Real.cosh t := Real.one_lt_cosh.2 ht
  rw [(twoSite_energies t).1, hnorm]
  linarith

end

end JastrowReferenceEnergy
```

`hpos` makes the denominator positive for a nonzero ψ, `hbound` is the variational bound from the square, and `hc` is cosh t > 1.

```lean
#print axioms JastrowReferenceEnergy.refEnergy_antitoneOn
-- 'JastrowReferenceEnergy.refEnergy_antitoneOn' depends on axioms: [propext, Classical.choice, Quot.sound]
#print axioms JastrowReferenceEnergy.refEnergy_strictAntiOn_iff
-- 'JastrowReferenceEnergy.refEnergy_strictAntiOn_iff' depends on axioms: [propext, Classical.choice, Quot.sound]
#print axioms JastrowReferenceEnergy.lower_reference_worse_state
-- 'JastrowReferenceEnergy.lower_reference_worse_state' depends on axioms: [propext, Classical.choice, Quot.sound]
#print axioms JastrowReferenceEnergy.reference_below_all_states
-- 'JastrowReferenceEnergy.reference_below_all_states' depends on axioms: [propext, Classical.choice, Quot.sound]
```

**Q:** What should I take from this for a transcorrelated calculation?

**A:** With a real symmetric Hamiltonian in a finite basis, a real reference and a diagonal correlator of one strength parameter, the reference energy cannot choose the sign of that parameter. For the uniform two-site reference with J = diag(1, 0), where t = 0 already gives the exact ground state, trying to minimise it would also drive |t| to infinity. To settle the sign you need a quantity that distinguishes exp(tJ)φ from exp(−tJ)φ. For your φ = (1, 2), the Rayleigh quotient of the correlated state does so: −1 at t = ln 2 against −8/17 at t = −ln 2.
